# For given ionic positions, the orthonormality constraint of ultrasoft Car–Parrinello dynamics is quadratic in its multipliers

Take one electronic band described by a single real basis function. With ultrasoft pseudopotentials its norm is $s\psi^2$, where the overlap $s$ depends on the ionic positions. In Car–Parrinello dynamics the amplitude is propagated in time along with the ions. When the ions move, the overlap goes from $s_0$ to $s_1$, and a predicted amplitude $p$ generally has the wrong norm. Because the overlap depends on the ionic positions, the multipliers also enter the forces on the ions. Here the new positions, and so $s_1$, are taken as given and do not vary with the multiplier being solved for. A constraint force along $s_0\psi$ with multiplier $x$ corrects it:

$$s_1(p+s_0\psi x)^2=a+2bx+cx^2,\qquad a=s_1p^2,\quad b=s_0s_1\psi p,\quad c=s_0^2s_1\psi^2 .$$

If $b\neq0$, the choice $x=(1-a)/(2b)$ solves the linear part and leaves the norm $1+cx^2$, which is not below 1 when $s_1\ge0$. If nothing has moved, so that $p=\psi$, $s_1=s_0=s$ and $s\psi^2=1$, then $b=s$. The normalisation already makes this positive, and an overlap $s\ge1$ keeps the divisor $2b$ from falling below 2.

## Many bands and their update

For several bands the amplitudes become real matrices with rows indexed by a finite basis `n` and columns by the bands `m`. Real coefficients suit, for example, real wavefunctions at the $\Gamma$ point expanded in real basis functions; complex ones would need conjugate transposes.

```lean
import Mathlib

open Matrix

namespace UltrasoftDynamics

noncomputable section

variable {n m : Type*} [Fintype n] [Fintype m]
```

The update is $P+S_0\Psi X^T$. Here $\Psi$ holds the old bands and $P$ the prediction made without constraint forces (not a momentum or a projector). The matrix $X$ holds the Lagrange multipliers, often written $\Lambda$, with the time-step and fictitious-mass factors absorbed.

```lean
/-- The wavefunctions after a time step: the unconstrained prediction `P` plus the
constraint force `S0 Ψ Xᵀ` with multiplier matrix `X`. -/
def updated (S0 : Matrix n n ℝ) (Ψ P : Matrix n m ℝ) (X : Matrix m m ℝ) : Matrix n m ℝ :=
  P + S0 * Ψ * Xᵀ
```

Three matrices replace $a$, $b$ and $c$. The first is $A=P^TS_1P$, written `gram S1 P`.

```lean
/-- The Gram matrix `Pᵀ S P` of the bands `P` in the overlap `S`; for the predicted bands
and the new overlap this is the matrix `A`. -/
def gram (S : Matrix n n ℝ) (P : Matrix n m ℝ) : Matrix m m ℝ := Pᵀ * S * P
```

The second, $B=\Psi^TS_0S_1P$, couples the constraint forces to the prediction.

```lean
/-- The matrix `B = Ψᵀ S0 S1 P` coupling the constraint force to the predicted bands. -/
def matB (S0 S1 : Matrix n n ℝ) (Ψ P : Matrix n m ℝ) : Matrix m m ℝ := Ψᵀ * S0 * S1 * P
```

The third, $C=\Psi^TS_0S_1S_0\Psi$, contains the overlaps in $S_1$ of the columns of $S_0\Psi$, from which the constraint forces are combined ($S_0$ is symmetric).

```lean
/-- The matrix `C = Ψᵀ S0 S1 S0 Ψ`; for symmetric `S0` it holds the overlaps in `S1` of the columns
of `S0 Ψ`. -/
def matC (S0 S1 : Matrix n n ℝ) (Ψ : Matrix n m ℝ) : Matrix m m ℝ := Ψᵀ * S0 * S1 * S0 * Ψ
```

Write $K=S_0\Psi X^T$. Since $S_0$ is symmetric, $K^T=X\Psi^TS_0$, and

$$(P+K)^TS_1(P+K)=A+\underbrace{K^TS_1P}_{XB}+\underbrace{P^TS_1K}_{B^TX^T}+\underbrace{K^TS_1K}_{XCX^T}.$$

The third term also uses the symmetry of $S_1$. In the proof `simp only` multiplies out and distributes the transposes over sums and products, and `abel` matches the sums.

```lean
/-- For symmetric overlaps, the Gram matrix of the updated bands is the quadratic
polynomial `A + X B + Bᵀ Xᵀ + X C Xᵀ` in the multipliers. -/
theorem gram_updated {S0 S1 : Matrix n n ℝ} (h0 : S0.IsSymm) (h1 : S1.IsSymm)
    (Ψ P : Matrix n m ℝ) (X : Matrix m m ℝ) :
    gram S1 (updated S0 Ψ P X) =
      gram S1 P + X * matB S0 S1 Ψ P + (matB S0 S1 Ψ P)ᵀ * Xᵀ + X * matC S0 S1 Ψ * Xᵀ := by
  simp only [gram, updated, matB, matC, transpose_add, transpose_mul, transpose_transpose,
    h0.eq, h1.eq, Matrix.add_mul, Matrix.mul_add, Matrix.mul_assoc]
  abel
```

## The linearised constraint errs upwards

Matrix inequalities are read as quadratic forms: $M\ge1$ means $v\cdot v\le v\cdot Mv$ for every real vector $v$. In Lean, `⬝ᵥ` is the scalar product and `*ᵥ` applies a matrix to a vector. For any two real matrices $P$ and $Q$ of the same shape, transposes move across the product by $v\cdot P^TQw=(Pv)\cdot(Qw)$.

```lean
/-- A matrix element of `Pᵀ Q` is the scalar product of the two transformed vectors. -/
lemma dot_gram (P Q : Matrix n m ℝ) (v w : m → ℝ) :
    v ⬝ᵥ (Pᵀ * Q) *ᵥ w = (P *ᵥ v) ⬝ᵥ (Q *ᵥ w) := by
  rw [← Matrix.mulVec_mulVec, Matrix.dotProduct_mulVec v Pᵀ, Matrix.vecMul_transpose]
```

Suppose $X$ solves $XB+B^TX^T=1-A$. The expansion then reduces to $1+XCX^T$, and

$$v\cdot XCX^Tv=(Kv)\cdot S_1(Kv)\ge0$$

if $S_1$ is positive semidefinite, as an overlap should be. The updated Gram matrix is thus at least 1. The hypothesis `hX` supplies the solution $X$, and `hK` identifies the error with $K^TS_1K$.

```lean
/-- Let the overlaps be symmetric and the new one positive semidefinite. If `X` solves the
linearised constraint, the updated Gram matrix is `1 + X C Xᵀ`, and it is at least `1`. -/
theorem linear_step_error [DecidableEq m] {S0 S1 : Matrix n n ℝ} (h0 : S0.IsSymm)
    (h1 : S1.IsSymm) (hpos : ∀ w, 0 ≤ w ⬝ᵥ S1 *ᵥ w) (Ψ P : Matrix n m ℝ) (X : Matrix m m ℝ)
    (hX : X * matB S0 S1 Ψ P + (matB S0 S1 Ψ P)ᵀ * Xᵀ = 1 - gram S1 P) :
    gram S1 (updated S0 Ψ P X) = 1 + X * matC S0 S1 Ψ * Xᵀ ∧
      ∀ v, v ⬝ᵥ v ≤ v ⬝ᵥ gram S1 (updated S0 Ψ P X) *ᵥ v := by
  have hG : gram S1 (updated S0 Ψ P X) = 1 + X * matC S0 S1 Ψ * Xᵀ := by
    rw [gram_updated h0 h1, add_assoc (gram S1 P), hX]
    abel
  refine ⟨hG, fun v => ?_⟩
  -- the error is the Gram matrix of the constraint forces
  have hK : X * matC S0 S1 Ψ * Xᵀ = (S0 * Ψ * Xᵀ)ᵀ * (S1 * (S0 * Ψ * Xᵀ)) := by
    simp only [matC, transpose_mul, transpose_transpose, h0.eq, Matrix.mul_assoc]
  have hp := hpos ((S0 * Ψ * Xᵀ) *ᵥ v)
  rw [Matrix.mulVec_mulVec, ← dot_gram, ← hK] at hp
  rw [hG, Matrix.add_mulVec, Matrix.one_mulVec, dotProduct_add]
  linarith
```

## The coupling matrix at rest

Now let $P=\Psi$, $S_1=S_0=S$ and $\Psi^TS\Psi=1$. For $w=\Psi v$,

$$v\cdot v=v\cdot\Psi^TS\Psi v=w\cdot Sw,\qquad v\cdot Bv=v\cdot(S\Psi)^T(S\Psi)v=Sw\cdot Sw .$$

```lean
/-- For bands orthonormal in a symmetric overlap `S`, the quadratic forms of `1` and of `B`
(with both overlaps `S` and `P = Ψ`) are `w·Sw` and `Sw·Sw`, where `w = Ψ v`. -/
lemma forms_at_rest [DecidableEq m] {S : Matrix n n ℝ} (hS : S.IsSymm) {Ψ : Matrix n m ℝ}
    (hN : gram S Ψ = 1) (v : m → ℝ) :
    v ⬝ᵥ v = (Ψ *ᵥ v) ⬝ᵥ (S *ᵥ (Ψ *ᵥ v)) ∧
      v ⬝ᵥ matB S S Ψ Ψ *ᵥ v = (S *ᵥ (Ψ *ᵥ v)) ⬝ᵥ (S *ᵥ (Ψ *ᵥ v)) := by
  have hB : matB S S Ψ Ψ = (S * Ψ)ᵀ * (S * Ψ) := by
    simp only [matB, transpose_mul, hS.eq, Matrix.mul_assoc]
  unfold gram at hN
  constructor
  · rw [Matrix.mulVec_mulVec, ← dot_gram, ← Matrix.mul_assoc, hN, Matrix.one_mulVec]
  · rw [hB, dot_gram, Matrix.mulVec_mulVec]
```

Assume also $S\ge1$. In an orthonormal basis, such as the normalised sines and cosines formed from plane waves, this says that the augmentation part $S-1$ never lowers the norm of a wavefunction. It is a condition on the pseudopotential, assumed here and not derived. Expanding a square gives

$$0\le|Sw-w|^2=Sw\cdot Sw-2\,w\cdot Sw+w\cdot w ,$$

hence

$$v\cdot Bv=Sw\cdot Sw\ge2\,w\cdot Sw-w\cdot w\ge w\cdot Sw=v\cdot v .$$

The last two inequalities are combined by `linarith`.

```lean
/-- If the prediction equals the old bands, the overlap is unchanged, symmetric and at
least `1`, and the bands are orthonormal in it, then `B ≥ 1` as a quadratic form. -/
theorem one_le_matB [DecidableEq m] {S : Matrix n n ℝ} (hS : S.IsSymm)
    (hge : ∀ w, w ⬝ᵥ w ≤ w ⬝ᵥ S *ᵥ w) {Ψ : Matrix n m ℝ} (hN : gram S Ψ = 1) (v : m → ℝ) :
    v ⬝ᵥ v ≤ v ⬝ᵥ matB S S Ψ Ψ *ᵥ v := by
  obtain ⟨h1, h2⟩ := forms_at_rest hS hN v
  rw [h1, h2]
  generalize Ψ *ᵥ v = w
  -- expand |S w - w|² ≥ 0
  have h : 0 ≤ (S *ᵥ w - w) ⬝ᵥ (S *ᵥ w - w) :=
    Finset.sum_nonneg (fun i _ => mul_self_nonneg _)
  simp only [sub_dotProduct, dotProduct_sub] at h
  rw [dotProduct_comm (S *ᵥ w) w] at h
  linarith [hge w]
```

If $B=1$, then $Sw\cdot Sw=w\cdot Sw$, so $|Sw-w|^2=w\cdot w-w\cdot Sw\le0$ and $Sw=w$. Taking unit vectors for $v$ gives this for each column of $\Psi$. Conversely, $S\Psi=\Psi$ gives $B=\Psi^TS\Psi=1$. Equality therefore means that $S-1$ gives zero on every band.

```lean
/-- If the prediction equals the old bands, the overlap is unchanged, symmetric and at least `1`,
and the bands are orthonormal in it, then `B = 1` exactly when the overlap acts as the identity on
every band. -/
theorem matB_eq_one_iff [DecidableEq m] {S : Matrix n n ℝ} (hS : S.IsSymm)
    (hge : ∀ w, w ⬝ᵥ w ≤ w ⬝ᵥ S *ᵥ w) {Ψ : Matrix n m ℝ} (hN : gram S Ψ = 1) :
    matB S S Ψ Ψ = 1 ↔ S * Ψ = Ψ := by
  constructor
  · intro hB
    have key : ∀ v, (S * Ψ) *ᵥ v = Ψ *ᵥ v := by
      intro v
      obtain ⟨h1, h2⟩ := forms_at_rest hS hN v
      rw [hB, Matrix.one_mulVec] at h2
      rw [← Matrix.mulVec_mulVec]
      generalize Ψ *ᵥ v = w at *
      have h : 0 ≤ (S *ᵥ w - w) ⬝ᵥ (S *ᵥ w - w) :=
        Finset.sum_nonneg (fun i _ => mul_self_nonneg _)
      have he : (S *ᵥ w - w) ⬝ᵥ (S *ᵥ w - w) =
          (S *ᵥ w) ⬝ᵥ (S *ᵥ w) - 2 * (w ⬝ᵥ S *ᵥ w) + w ⬝ᵥ w := by
        simp only [sub_dotProduct, dotProduct_sub]
        rw [dotProduct_comm (S *ᵥ w) w]
        ring
      have hz : (S *ᵥ w - w) ⬝ᵥ (S *ᵥ w - w) = 0 := by linarith [hge w]
      exact sub_eq_zero.mp (dotProduct_self_eq_zero.mp hz)
    ext i j
    have h := congrFun (key (Pi.single j 1)) i
    simpa only [Matrix.mulVec_single_one, Matrix.col_apply] using h
  · intro h
    unfold gram at hN
    rw [matB, Matrix.mul_assoc, h, hN]
```

## At most one solution of the linear equation

For symmetric $X$ the linearised constraint has the form $XB+B^TX=R$ with $R=1-A$. To bound its solutions, let $W_i$ be row $i$ of a matrix $W$. If $B\ge1$, then

$$\operatorname{tr}(WBW^T)=\sum_iW_i\cdot BW_i\ge\sum_iW_i\cdot W_i .$$

```lean
/-- If `B ≥ 1` as a quadratic form, the trace of `W B Wᵀ` is at least the sum of the squared
entries of `W`. -/
lemma trace_ge {B : Matrix m m ℝ} (hB : ∀ v, v ⬝ᵥ v ≤ v ⬝ᵥ B *ᵥ v) (W : Matrix m m ℝ) :
    ∑ i, W i ⬝ᵥ W i ≤ trace (W * B * Wᵀ) := by
  refine Finset.sum_le_sum (fun i _ => ?_)
  have h : (W * B * Wᵀ) i i = W i ⬝ᵥ B *ᵥ W i := by
    rw [Matrix.mul_assoc]
    simp only [Matrix.mul_apply, dotProduct, Matrix.mulVec, Matrix.transpose_apply]
  rw [Matrix.diag_apply, h]
  exact hB (W i)
```

The difference $Z$ of two solutions obeys $ZB+B^TZ=0$. Multiply by $Z^T$ on the right and take the trace. Transposing and cycling the second term gives

$$\operatorname{tr}(ZBZ^T)+\operatorname{tr}(Z^TBZ)=0 .$$

Each trace is at least $\sum_{ij}Z_{ij}^2$, so $Z=0$. $B$ need not be symmetric. The Lean proof applies the trace bound to `Z` and to `Zᵀ`, then reads off the entries row by row.

```lean
/-- If `B ≥ 1` as a quadratic form, the linear equation `X B + Bᵀ X = R` for the multipliers
has at most one solution. -/
theorem linear_step_unique {B X Y : Matrix m m ℝ} (hB : ∀ v, v ⬝ᵥ v ≤ v ⬝ᵥ B *ᵥ v)
    (h : X * B + Bᵀ * X = Y * B + Bᵀ * Y) : X = Y := by
  obtain ⟨Z, hZ⟩ : ∃ Z, Z = X - Y := ⟨_, rfl⟩
  have h0 : Z * B + Bᵀ * Z = 0 := by
    have e : Z * B + Bᵀ * Z = (X * B + Bᵀ * X) - (Y * B + Bᵀ * Y) := by
      rw [hZ, Matrix.sub_mul, Matrix.mul_sub]
      abel
    rw [e, h, sub_self]
  have t : trace (Zᵀ * B * Zᵀᵀ) = trace (Bᵀ * Z * Zᵀ) := by
    rw [← Matrix.trace_transpose (Zᵀ * B * Zᵀᵀ)]
    simp only [transpose_mul, transpose_transpose]
    exact Matrix.trace_mul_comm _ _
  -- the two traces add up to zero, yet each is bounded below by a sum of squares
  have hs : trace (Z * B * Zᵀ) + trace (Zᵀ * B * Zᵀᵀ) = 0 := by
    rw [t, ← Matrix.trace_add, ← Matrix.add_mul, h0, Matrix.zero_mul, Matrix.trace_zero]
  have hn : ∀ W : Matrix m m ℝ, ∀ i, 0 ≤ W i ⬝ᵥ W i :=
    fun W i => Finset.sum_nonneg (fun j _ => mul_self_nonneg _)
  have a1 := trace_ge hB Z
  have a2 := trace_ge hB Zᵀ
  have a3 : 0 ≤ ∑ i, Zᵀ i ⬝ᵥ Zᵀ i := Finset.sum_nonneg (fun i _ => hn Zᵀ i)
  ext i j
  have a4 : Z i ⬝ᵥ Z i ≤ ∑ i, Z i ⬝ᵥ Z i :=
    Finset.single_le_sum (f := fun i => Z i ⬝ᵥ Z i) (fun i _ => hn Z i) (Finset.mem_univ i)
  have a5 : Z i ⬝ᵥ Z i = 0 := le_antisymm (by linarith) (hn Z i)
  have a6 : Z i j = 0 := congrFun (dotProduct_self_eq_zero.mp a5) j
  rw [hZ, Matrix.sub_apply] at a6
  linarith
```

## The solution in the eigenbasis

Let $B=U\,\mathrm{diag}(b)\,U^T$ with $U$ orthogonal and all $b_i>0$; such a $B$ is symmetric. With $Y=U^TXU$ and $Q=U^TRU$ the equation separates:

$$Y_{ij}b_j+b_iY_{ij}=Q_{ij}\quad\Longrightarrow\quad Y_{ij}=\frac{Q_{ij}}{b_i+b_j}.$$

```lean
/-- Division of the entries of `Q` by `b i + b j`, for numbers `b` whose pairwise sums
do not vanish. -/
def divideSums (b : m → ℝ) (Q : Matrix m m ℝ) : Matrix m m ℝ :=
  Matrix.of fun i j => Q i j / (b i + b j)
```

For symmetric $R$, both $Q$ and the denominators are symmetric, so $Y$ and $X=UYU^T$ are too. In the proof `hY` is this symmetry, `key` is the separated equation, and the `calc` block rotates it back using $U^TU=UU^T=1$.

```lean
/-- Let `B = U diag(b) Uᵀ` with `U` orthogonal and all `b i > 0`, and let `R` be symmetric.
Dividing by `b i + b j` in the eigenbasis gives a symmetric solution of `X B + Bᵀ X = R`. -/
theorem linear_step_solution [DecidableEq m] {U B R : Matrix m m ℝ} {b : m → ℝ}
    (hU : Uᵀ * U = 1) (hb : ∀ i, 0 < b i) (hB : B = U * diagonal b * Uᵀ) (hR : R.IsSymm) :
    (U * divideSums b (Uᵀ * R * U) * Uᵀ).IsSymm ∧
      (U * divideSums b (Uᵀ * R * U) * Uᵀ) * B +
        Bᵀ * (U * divideSums b (Uᵀ * R * U) * Uᵀ) = R := by
  have hU' : U * Uᵀ = 1 := mul_eq_one_comm.mp hU
  have hQ : (Uᵀ * R * U)ᵀ = Uᵀ * R * U := by
    simp only [transpose_mul, transpose_transpose, hR.eq, Matrix.mul_assoc]
  have hY : (divideSums b (Uᵀ * R * U))ᵀ = divideSums b (Uᵀ * R * U) := by
    ext i j
    have h : (Uᵀ * R * U) j i = (Uᵀ * R * U) i j := congrFun (congrFun hQ i) j
    simp only [divideSums, Matrix.transpose_apply, Matrix.of_apply]
    rw [h, add_comm (b j)]
  -- in the eigenbasis the equation decouples entry by entry
  have key : divideSums b (Uᵀ * R * U) * diagonal b +
      diagonal b * divideSums b (Uᵀ * R * U) = Uᵀ * R * U := by
    ext i j
    have hne : b i + b j ≠ 0 := (add_pos (hb i) (hb j)).ne'
    have h := div_mul_cancel₀ ((Uᵀ * R * U) i j) hne
    simp only [divideSums, Matrix.add_apply, Matrix.mul_diagonal, Matrix.diagonal_mul,
      Matrix.of_apply]
    linear_combination h
  have hBt : Bᵀ = U * diagonal b * Uᵀ := by
    rw [hB]
    simp only [transpose_mul, transpose_transpose, diagonal_transpose, Matrix.mul_assoc]
  generalize divideSums b (Uᵀ * R * U) = Y at *
  constructor
  · unfold Matrix.IsSymm
    rw [transpose_mul, transpose_mul, transpose_transpose, hY]
    exact (Matrix.mul_assoc _ _ _).symm
  · rw [hBt, hB]
    calc U * Y * Uᵀ * (U * diagonal b * Uᵀ) + U * diagonal b * Uᵀ * (U * Y * Uᵀ)
        = U * (Y * (Uᵀ * U) * diagonal b + diagonal b * (Uᵀ * U) * Y) * Uᵀ := by
          noncomm_ring
      _ = U * (Uᵀ * R * U) * Uᵀ := by rw [hU, mul_one, mul_one, key]
      _ = (U * Uᵀ) * R * (U * Uᵀ) := by noncomm_ring
      _ = R := by rw [hU', one_mul, mul_one]
```

## A non-diagonal overlap, and moving ions

For one band in two basis functions, take

$$S=\begin{pmatrix}4&1\\1&4\end{pmatrix},\qquad\Psi=\begin{pmatrix}1/2\\0\end{pmatrix}.$$

Then $w\cdot Sw-w\cdot w=(w_0+w_1)^2+2w_0^2+2w_1^2\ge0$ and $\Psi^TS\Psi=1$. Since $S\Psi=(2,1/2)^T$, we get $B=4+1/4=17/4$.

```lean
/-- One band in a two-function basis with a non-diagonal overlap: the overlap is symmetric
and at least `1`, the band is normalised, and `B = 17/4`. -/
theorem one_le_matB_witness :
    (!![4, 1; 1, 4] : Matrix (Fin 2) (Fin 2) ℝ).IsSymm ∧
      (∀ w : Fin 2 → ℝ, w ⬝ᵥ w ≤ w ⬝ᵥ !![4, 1; 1, 4] *ᵥ w) ∧
      gram !![4, 1; 1, 4] (!![1 / 2; 0] : Matrix (Fin 2) (Fin 1) ℝ) = 1 ∧
      matB !![4, 1; 1, 4] !![4, 1; 1, 4] (!![1 / 2; 0] : Matrix (Fin 2) (Fin 1) ℝ)
        !![1 / 2; 0] = !![17 / 4] := by
  refine ⟨?_, fun w => ?_, ?_, ?_⟩
  · ext i j
    fin_cases i <;> fin_cases j <;> simp
  · simp [dotProduct, Matrix.mulVec, Fin.sum_univ_two]
    nlinarith [sq_nonneg (w 0 + w 1), sq_nonneg (w 0), sq_nonneg (w 1)]
  · ext i j
    fin_cases i
    fin_cases j
    norm_num [gram, Matrix.mul_apply, Fin.sum_univ_two]
  · ext i j
    fin_cases i
    fin_cases j
    norm_num [matB, Matrix.mul_apply, Fin.sum_univ_two]

end

end UltrasoftDynamics
```

The linear equation gives the multipliers that restore orthonormality after a time step only to first order in $X$, here for finitely many real bands. For higher accuracy one can shorten the time step or also treat the quadratic term, for example by iteration. The bound $B\ge1$ is established only at rest, where $A=1$ and no correction is needed, and it can fail once the ions move. By continuity, a short enough step should still keep $v\cdot Bv\ge\varepsilon\,v\cdot v$ for some $\varepsilon>0$, and the uniqueness theorem then applies to $B/\varepsilon$ and $R/\varepsilon$. The eigenbasis formula does not carry over directly, because $B$ is then generally not symmetric.

```lean
#print axioms UltrasoftDynamics.linear_step_error
-- 'UltrasoftDynamics.linear_step_error' depends on axioms: [propext, Classical.choice, Quot.sound]
#print axioms UltrasoftDynamics.matB_eq_one_iff
-- 'UltrasoftDynamics.matB_eq_one_iff' depends on axioms: [propext, Classical.choice, Quot.sound]
#print axioms UltrasoftDynamics.linear_step_unique
-- 'UltrasoftDynamics.linear_step_unique' depends on axioms: [propext, Classical.choice, Quot.sound]
#print axioms UltrasoftDynamics.linear_step_solution
-- 'UltrasoftDynamics.linear_step_solution' depends on axioms: [propext, Classical.choice, Quot.sound]
```
